# On a logarithmic mesh, $r^{-1/2}P$ turns the radial Schrödinger equation into one without first derivative

Inside a muffin-tin sphere of an LAPW calculation, the radial function varies fast near the nucleus and slowly further out. A logarithmic mesh puts its points where they are needed. Numerov's method can then step evenly in the mesh variable, but it requires an equation with no first derivative, and the change of variable introduces one. The problems below remove it by rescaling the function, for a non-relativistic electron in a spherical potential.

## Mesh, rescaled function and the two equations

```lean
import Mathlib

open Real

namespace RadialLogMesh

noncomputable section
```

The mesh is $r=r_0e^x$, where $r_0>0$ is the radius at $x=0$.

```lean
/-- The logarithmic mesh `r = r0 e^x`. -/
def mesh (r0 x : ℝ) : ℝ := r0 * exp x
```

Let $P(r)$ be $r$ times the radial wave function. For a real exponent $s$, write $y(x)=r^{-s}P(r)$; in Lean this $y$ is `scaled s r0 P`.

```lean
/-- The radial function rescaled by a power of the radius and read on the mesh:
`y(x) = r^(-s) P(r)` with `r = r0 e^x`, for `r0 > 0`. -/
def scaled (s r0 : ℝ) (P : ℝ → ℝ) (x : ℝ) : ℝ :=
  (mesh r0 x) ^ (-s) * P (mesh r0 x)
```

With angular momentum $l$, energy $E$ and potential $V$ in Hartree units, the radial equation is
$$P''=\left(\frac{l(l+1)}{r^2}+2(V-E)\right)P .$$
`IsRadialSolution` says that a first derivative `P'` exists at every $r>0$ and has the required derivative. Differentiability is thus part of being a solution. No boundary condition at $r=0$ is imposed, and $l$ may be any real number.

```lean
/-- `P` is twice differentiable on `r > 0` and solves the radial equation
`P'' = (l(l+1)/r² + 2(V - E)) P` there (Hartree units). -/
def IsRadialSolution (l E : ℝ) (V P : ℝ → ℝ) : Prop :=
  ∃ P' : ℝ → ℝ, (∀ r, 0 < r → HasDerivAt P (P' r) r) ∧
    ∀ r, 0 < r → HasDerivAt P' ((l * (l + 1) / r ^ 2 + 2 * (V r - E)) * P r) r
```

The form wanted for Numerov is $y''=Gy$ on the whole line. Many texts put a minus sign in front of the coefficient; here $G$ has none.

```lean
/-- `y` is twice differentiable and solves `y'' = G y` on the whole line, an equation
without first derivative. -/
def SolvesNumerovForm (G y : ℝ → ℝ) : Prop :=
  ∃ y' : ℝ → ℝ, (∀ x, HasDerivAt y (y' x) x) ∧ ∀ x, HasDerivAt y' (G x * y x) x
```

The next definition names the coefficient that part (g) derives.

```lean
/-- The coefficient `(l + 1/2)² + 2 r² (V(r) - E)` at `r = r0 e^x`. -/
def logCoeff (l E r0 : ℝ) (V : ℝ → ℝ) (x : ℝ) : ℝ :=
  (l + 1 / 2) ^ 2 + 2 * (mesh r0 x) ^ 2 * (V (mesh r0 x) - E)
```

The model uses all $r>0$, whereas an LAPW sphere ends at a finite radius. Restricting to the sphere is a separate step, though the calculus below is local in $r$. The discretisation error of Numerov's method is a different question.

## (a) Mesh points are positive radii

Show that $r_0e^x>0$ for every $x$.

**Solution.** Both factors are positive.

```lean
/-- For `r0 > 0` every mesh point is a positive radius. -/
lemma mesh_pos {r0 : ℝ} (h0 : 0 < r0) (x : ℝ) : 0 < mesh r0 x :=
  mul_pos h0 (exp_pos x)
```

## (b) Every positive radius is reached

Show that $r>0$ lies on the mesh at $x=\log(r/r_0)$, that is, $r_0e^{\log(r/r_0)}=r$.

**Solution.** Since $r/r_0>0$, the exponential undoes the logarithm, and $r_0\cdot r/r_0=r$.

```lean
/-- For `r0 > 0`, a radius `r > 0` sits on the mesh at `x = log (r / r0)`. -/
lemma mesh_log {r0 r : ℝ} (h0 : 0 < r0) (hr : 0 < r) : mesh r0 (log (r / r0)) = r := by
  unfold mesh
  rw [exp_log (div_pos hr h0)]
  field_simp
```

## (c) The first derivative on the mesh

Show that
$$\frac{d}{dx}\left(r^{-s}P\right)=r^{-s}\left(rP'-sP\right).$$

**Solution.** On the mesh $dr/dx=r$. Hence $d(r^{-s})/dx=-s\,r^{-s}$ and $dP/dx=rP'$, and the product rule gives the result. In the proof, `hm`, `hw` and `hc` are these three derivatives, and `p` is the value of $P'$.

```lean
/-- For `r0 > 0` and `P` differentiable at `r = r0 e^x` with slope `p`, the `x`-derivative
of `r^(-s) P` is `r^(-s) (r p - s P)`. -/
theorem hasDerivAt_scaled {r0 x p : ℝ} {P : ℝ → ℝ} (s : ℝ) (h0 : 0 < r0)
    (hP : HasDerivAt P p (mesh r0 x)) :
    HasDerivAt (scaled s r0 P)
      ((mesh r0 x) ^ (-s) * (mesh r0 x * p - s * P (mesh r0 x))) x := by
  have hr := mesh_pos h0 x
  have hm : HasDerivAt (fun t => mesh r0 t) (mesh r0 x) x :=
    (Real.hasDerivAt_exp x).const_mul r0
  have hw : HasDerivAt (fun t => (mesh r0 t) ^ (-s)) (-s * (mesh r0 x) ^ (-s)) x := by
    refine (hm.rpow_const (p := -s) (Or.inl hr.ne')).congr_deriv ?_
    rw [Real.rpow_sub_one hr.ne']
    field_simp
  have hc : HasDerivAt (fun t => P (mesh r0 t)) (p * mesh r0 x) x := hP.comp x hm
  refine (hw.fun_mul hc).congr_deriv ?_
  ring
```

## (d) The second derivative on the mesh

Show that
$$\frac{d}{dx}\left[r^{-s}(rP'-sP)\right]=r^{-s}\left(r^2P''+(1-2s)\,rP'+s^2P\right).$$

**Solution.** Apply (c) to $Q=rP'-sP$, whose derivative is $Q'=P'+rP''-sP'$. Then
$$rQ'-sQ=r^2P''+(1-s)rP'-s\,rP'+s^2P,$$
and the terms in $P'$ combine. In Lean, `hQ` is the derivative of $Q$ and `p2` is $P''$.

```lean
/-- For `r0 > 0`, the `x`-derivative of `r^(-s) (r P' - s P)` is
`r^(-s) (r² P'' + (1 - 2s) r P' + s² P)`, where `P'` and `P''` are the first two derivatives
of `P` at `r = r0 e^x`. -/
theorem hasDerivAt_scaled_second {r0 x p2 : ℝ} {P P' : ℝ → ℝ} (s : ℝ) (h0 : 0 < r0)
    (h1 : HasDerivAt P (P' (mesh r0 x)) (mesh r0 x)) (h2 : HasDerivAt P' p2 (mesh r0 x)) :
    HasDerivAt (scaled s r0 (fun r => r * P' r - s * P r))
      ((mesh r0 x) ^ (-s) * ((mesh r0 x) ^ 2 * p2
        + (1 - 2 * s) * mesh r0 x * P' (mesh r0 x) + s ^ 2 * P (mesh r0 x))) x := by
  have hQ := ((hasDerivAt_id' (mesh r0 x)).fun_mul h2).fun_sub (h1.const_mul s)
  refine (hasDerivAt_scaled s h0 hQ).congr_deriv ?_
  ring
```

## (e) Recovering the radial function

Show that $P(r)=r^s\,y(\log(r/r_0))$ for $r>0$.

**Solution.** By (b), $y(\log(r/r_0))=r^{-s}P(r)$. Multiply by $r^s$.

```lean
/-- For `r0 > 0` and `r > 0` the radial function is recovered from the mesh function:
`P(r) = r^s y(log (r / r0))`. -/
theorem eq_rpow_mul_scaled {r0 r : ℝ} (s : ℝ) (P : ℝ → ℝ) (h0 : 0 < r0) (hr : 0 < r) :
    P r = r ^ s * scaled s r0 P (log (r / r0)) := by
  unfold scaled
  rw [mesh_log h0 hr, ← mul_assoc, ← Real.rpow_add hr, add_neg_cancel, Real.rpow_zero, one_mul]
```

## (f) Differentiating back in the radius

For $f$ differentiable at $x=\log(r/r_0)$ and any real $a$, show that
$$\frac{d}{dr}\left[r^af(x)\right]=r^{a-1}\left(af(x)+f'(x)\right).$$

**Solution.** Since $dx/dr=1/r$, the product rule gives $ar^{a-1}f+r^af'/r$.

```lean
/-- For `r0 > 0`, `r > 0` and `f` differentiable at `x = log (r / r0)` with slope `f'`, the
`r`-derivative of `r^a f(x)` is `r^(a-1) (a f + f')`. -/
theorem hasDerivAt_rpow_mul_log {r0 r f' : ℝ} {f : ℝ → ℝ} (a : ℝ) (h0 : 0 < r0) (hr : 0 < r)
    (hf : HasDerivAt f f' (log (r / r0))) :
    HasDerivAt (fun t => t ^ a * f (log (t / r0)))
      (r ^ (a - 1) * (a * f (log (r / r0)) + f')) r := by
  have hL : HasDerivAt (fun t => log (t / r0)) r⁻¹ r := by
    refine (((hasDerivAt_id' r).div_const r0).log (div_pos hr h0).ne').congr_deriv ?_
    field_simp
  have hc : HasDerivAt (fun t => f (log (t / r0))) (f' * r⁻¹) r := hf.comp r hL
  refine ((Real.hasDerivAt_rpow_const (p := a) (Or.inl hr.ne')).fun_mul hc).congr_deriv ?_
  rw [Real.rpow_sub_one hr.ne']
  ring
```

## (g) The equivalence at exponent one half

Let $y=r^{-1/2}P$. Show that $P$ solves the radial equation for all $r>0$ if and only if, for all $x$,
$$y''=\left((l+\tfrac12)^2+2r^2(V-E)\right)y .$$

**Solution.** Suppose $P$ solves the radial equation. At $s=\tfrac12$ the first-derivative term in (d) vanishes, so
$$y''=r^{-1/2}\left(r^2P''+\tfrac14P\right)=\left(l(l+1)+\tfrac14+2r^2(V-E)\right)y,$$
and $l(l+1)+\tfrac14=(l+\tfrac12)^2$.

Conversely, suppose $y$ solves the mesh equation. By (e), $P=r^{1/2}y$. Using (f) twice,
$$P'=r^{-1/2}\left(\tfrac12y+y'\right),$$
$$P''=r^{-3/2}\left(-\tfrac12\left(\tfrac12y+y'\right)+\tfrac12y'+y''\right)=r^{-3/2}\left(y''-\tfrac14y\right).$$
Insert the equation for $y''$ and use $r^{-3/2}y=P/r^2$ to obtain the radial equation.

The theorem assumes no regularity of $P$ or $V$, because each side contains the differentiability it needs. The two branches of the Lean proof are these two directions, and `linear_combination` closes the algebra in each.

```lean
/-- For `r0 > 0`, `P` solves the radial equation on `r > 0` if and only if
`y(x) = r^(-1/2) P(r)`, `r = r0 e^x`, solves `y'' = ((l + 1/2)² + 2 r² (V - E)) y` for all `x`. -/
theorem radial_iff_numerovForm {r0 : ℝ} (l E : ℝ) (V P : ℝ → ℝ) (h0 : 0 < r0) :
    IsRadialSolution l E V P ↔
      SolvesNumerovForm (logCoeff l E r0 V) (scaled (1 / 2) r0 P) := by
  constructor
  · rintro ⟨P', h1, h2⟩
    refine ⟨scaled (1 / 2) r0 (fun r => r * P' r - 1 / 2 * P r),
      fun x => hasDerivAt_scaled _ h0 (h1 _ (mesh_pos h0 x)), fun x => ?_⟩
    have hr := mesh_pos h0 x
    refine (hasDerivAt_scaled_second _ h0 (h1 _ hr) (h2 _ hr)).congr_deriv ?_
    -- the centrifugal term becomes constant, and 1/4 completes the square
    have hc : (mesh r0 x) ^ 2 * (l * (l + 1) / (mesh r0 x) ^ 2) = l * (l + 1) := by
      field_simp
    simp only [logCoeff, scaled]
    linear_combination ((mesh r0 x) ^ (-(1 / 2) : ℝ) * P (mesh r0 x)) * hc
  · rintro ⟨y', h1, h2⟩
    refine ⟨fun r => r ^ ((1 / 2 : ℝ) - 1) *
      (1 / 2 * scaled (1 / 2) r0 P (log (r / r0)) + y' (log (r / r0))),
      fun r hr => ?_, fun r hr => ?_⟩
    · -- near r the function P equals r^(1/2) y(log (r / r0))
      refine (hasDerivAt_rpow_mul_log (1 / 2) h0 hr (h1 _)).congr_of_eventuallyEq ?_
      filter_upwards [Ioi_mem_nhds hr] with t ht
      exact eq_rpow_mul_scaled (1 / 2) P h0 ht
    · have hf := ((h1 (log (r / r0))).const_mul (1 / 2)).fun_add (h2 (log (r / r0)))
      refine (hasDerivAt_rpow_mul_log ((1 / 2 : ℝ) - 1) h0 hr hf).congr_deriv ?_
      have hc : r⁻¹ ^ 2 * r ^ 2 = 1 := by field_simp
      simp only [logCoeff, mesh_log h0 hr]
      rw [eq_rpow_mul_scaled (1 / 2) P h0 hr, Real.rpow_sub_one hr.ne',
        Real.rpow_sub_one hr.ne']
      linear_combination
        (2 * (V r - E) * r ^ (1 / 2 : ℝ) * scaled (1 / 2) r0 P (log (r / r0))) * hc
```

## (h) Power solutions at constant potential

Let $V=E$ be constant. Show that $r^a$ solves the radial equation whenever $a(a-1)=l(l+1)$.

**Solution.** We have
$$(r^a)''=a(a-1)r^{a-2}=\frac{l(l+1)}{r^2}\,r^a .$$
The exponents $a=l+1$ and $a=-l$ both qualify.

```lean
/-- For the constant potential `V = E`, the power `r^a` solves the radial equation
whenever `a(a-1) = l(l+1)`. -/
theorem power_isRadialSolution {l a : ℝ} (E : ℝ) (ha : a * (a - 1) = l * (l + 1)) :
    IsRadialSolution l E (fun _ => E) (fun r => r ^ a) := by
  refine ⟨fun r => a * r ^ (a - 1),
    fun r hr => Real.hasDerivAt_rpow_const (Or.inl hr.ne'), fun r hr => ?_⟩
  refine ((Real.hasDerivAt_rpow_const (Or.inl hr.ne')).const_mul a).congr_deriv ?_
  rw [Real.rpow_sub_one hr.ne', Real.rpow_sub_one hr.ne', ← ha]
  ring
```

## (i) Which exponents admit a common coefficient

Keep $V=E$ constant and let $l\neq-\tfrac12$. Show that a single $G$ with $y''=Gy$ for every radial solution $P$ exists if and only if $s=\tfrac12$.

**Solution.** For $P=r^a$ we have $y=r^{a-s}$, so $y'=(a-s)y$ and $y''=(a-s)^2y$. As $y(0)>0$, this forces $G(0)=(a-s)^2$, which is `key` in the proof. The two powers from (h) give
$$(l+1-s)^2=(l+s)^2,\qquad\text{so}\qquad(2l+1)(1-2s)=0,$$
and hence $s=\tfrac12$. The converse is (g).

The coefficient must serve all solutions: a single power $r^a$ satisfies such an equation for any $s$. At $l=-\tfrac12$ the two powers coincide and this comparison says nothing; physical values $l=0,1,2,\dots$ avoid that case.

```lean
/-- Let `r0 > 0`, `l ≠ -1/2` and `V = E` constant. One coefficient `G` with `y'' = G y` for
`y = r^(-s) P` and every radial solution `P` exists if and only if `s = 1/2`. -/
theorem numerovForm_iff_exponent_half {l r0 : ℝ} (E s : ℝ) (h0 : 0 < r0) (hl : l ≠ -1 / 2) :
    (∃ G : ℝ → ℝ, ∀ P, IsRadialSolution l E (fun _ => E) P →
      SolvesNumerovForm G (scaled s r0 P)) ↔ s = 1 / 2 := by
  constructor
  · rintro ⟨G, h⟩
    -- the solution r^a forces G(0) = (a - s)²
    have key : ∀ a : ℝ, a * (a - 1) = l * (l + 1) → G 0 = (a - s) ^ 2 := by
      intro a ha
      obtain ⟨y', h1, h2⟩ := h _ (power_isRadialSolution E ha)
      have hy : ∀ x, HasDerivAt (scaled s r0 (fun r => r ^ a))
          ((a - s) * scaled s r0 (fun r => r ^ a) x) x := by
        intro x
        have hr := mesh_pos h0 x
        refine (hasDerivAt_scaled s h0
          (Real.hasDerivAt_rpow_const (p := a) (Or.inl hr.ne'))).congr_deriv ?_
        have hc : mesh r0 x * (mesh r0 x) ^ (a - 1) = (mesh r0 x) ^ a := by
          rw [Real.rpow_sub_one hr.ne']
          field_simp
        simp only [scaled]
        linear_combination ((mesh r0 x) ^ (-s) * a) * hc
      have hy' : y' = fun x => (a - s) * scaled s r0 (fun r => r ^ a) x :=
        funext fun x => (h1 x).unique (hy x)
      rw [hy'] at h2
      have e := (h2 0).unique ((hy 0).const_mul (a - s))
      have hpos : 0 < scaled s r0 (fun r => r ^ a) 0 :=
        mul_pos (Real.rpow_pos_of_pos (mesh_pos h0 0) _)
          (Real.rpow_pos_of_pos (mesh_pos h0 0) _)
      apply mul_right_cancel₀ hpos.ne'
      linear_combination e
    -- compare the regular and the irregular solution
    have e1 := key (l + 1) (by ring)
    have e2 := key (-l) (by ring)
    have hl' : 2 * l + 1 ≠ 0 := fun hz => hl (by linarith)
    have e3 : (2 * l + 1) * (1 - 2 * s) = 0 := by linear_combination e2 - e1
    have e4 := (mul_eq_zero.mp e3).resolve_left hl'
    linarith
  · rintro rfl
    exact ⟨logCoeff l E r0 (fun _ => E), fun P hP => (radial_iff_numerovForm l E _ P h0).mp hP⟩

end

end RadialLogMesh
```

## Separating calculus from algebra with `congr_deriv`

`HasDerivAt f f' x` states that $f$ has derivative $f'$ at $x$, with the value written into the statement. Differentiation rules deliver that value in their own shape, rarely the one wanted. Given such a result, `congr_deriv` replaces the value by any number proved equal to it. The pattern `refine (...).congr_deriv ?_` therefore leaves only an equation between real numbers, which `ring`, `field_simp` or `linear_combination` can settle.

Its companion `congr_of_eventuallyEq` replaces the function instead. Part (g) needs it because $P=r^{1/2}y$ is known only for $r>0$, and agreement near the point is enough for a derivative.

```lean
#print axioms RadialLogMesh.power_isRadialSolution
-- 'RadialLogMesh.power_isRadialSolution' depends on axioms: [propext, Classical.choice, Quot.sound]
#print axioms RadialLogMesh.numerovForm_iff_exponent_half
-- 'RadialLogMesh.numerovForm_iff_exponent_half' depends on axioms: [propext, Classical.choice, Quot.sound]
```
